# Mean and variance of the pair number in a BCS product state on finitely many levels

In a BCS ground-state calculation for a fixed average number of pairs, the chemical potential is adjusted until \(\sum_k |v_k|^2\) equals that number. Here \(u_k\) and \(v_k\) are the amplitudes for level \(k\) to be empty and to hold a pair, normalised so that \(|u_k|^2+|v_k|^2=1\). The adjustment relies on the sum being the mean pair number of the state. The state has no definite pair number in general, and for a product state on finitely many levels the variance is \(\sum_k |u_k|^2|v_k|^2\).

## Configurations, weights and amplitudes

The levels form a finite type `ι`. Each level \(k\) is either empty or holds one pair, so a configuration is the set \(S\) of paired levels, a `Finset ι`. Its pair number is \(|S|\), written `S.card`; this counts pairs, not electrons.

```lean
import Mathlib

open Finset

namespace BCSPairNumber

noncomputable section

variable {ι : Type*} [Fintype ι] [DecidableEq ι]
```

If level \(k\) is paired with probability \(p_k\), independently of the others, configuration \(S\) has weight
\[
w(S)=\prod_{k\in S}p_k\prod_{k\notin S}(1-p_k).
\]
In Lean, `Sᶜ` is the set of empty levels.

```lean
/-- The weight of the configuration in which exactly the levels in `S` hold a pair,
for level occupations `p k`. -/
def weight (p : ι → ℝ) (S : Finset ι) : ℝ :=
  (∏ k ∈ S, p k) * ∏ k ∈ Sᶜ, (1 - p k)
```

The average of an observable \(f(S)\) is \(\langle f\rangle=\sum_S w(S)f(S)\).

```lean
/-- The average of a configuration observable `f` over the weights. -/
def average (p : ι → ℝ) (f : Finset ι → ℝ) : ℝ :=
  ∑ S : Finset ι, weight p S * f S
```

The BCS state is \(\prod_k(u_k+v_kP_k^\dagger)|0\rangle\), where \(P_k^\dagger\) creates a pair in level \(k\). Multiplying out gives configuration \(S\) the amplitude \(\prod_{k\in S}v_k\prod_{k\notin S}u_k\). The file takes this coefficient as its definition and constructs neither the Fock space nor the pair operators.

```lean
/-- The amplitude, in the BCS product state with coefficients `u k` (empty) and `v k` (paired),
of the configuration in which exactly the levels in `S` hold a pair. -/
def amplitude (u v : ι → ℂ) (S : Finset ι) : ℂ :=
  (∏ k ∈ S, v k) * ∏ k ∈ Sᶜ, u k
```

For \(0\le p_k\le1\) every factor of \(w(S)\) is nonnegative, and so is \(w(S)\). The moment formulas below are algebraic identities that hold for all real \(p_k\); this range is what lets them be read as probabilities.

```lean
/-- For occupations between 0 and 1 every configuration has a nonnegative weight. -/
theorem weight_nonneg (p : ι → ℝ) (hp : ∀ k, 0 ≤ p k ∧ p k ≤ 1) (S : Finset ι) :
    0 ≤ weight p S :=
  mul_nonneg (prod_nonneg fun k _ => (hp k).1)
    (prod_nonneg fun k _ => sub_nonneg.mpr (hp k).2)
```

## Joint occupation of a set of levels

All the moments follow from one formula: the total weight of the configurations containing a given set \(T\) is \(\prod_{k\in T}p_k\). Set \(q_k=0\) for \(k\in T\) and \(q_k=1-p_k\) otherwise, and expand
\[
\prod_k(p_k+q_k)=\sum_S\prod_{k\in S}p_k\prod_{k\notin S}q_k .
\]
On the left, levels outside \(T\) contribute 1, which leaves \(\prod_{k\in T}p_k\). On the right, a term vanishes if some level of \(T\) is missing from \(S\), and otherwise equals \(w(S)\). The proof takes the expansion from `Finset.prod_add` and splits these two cases with `by_cases`.

```lean
/-- The total weight of the configurations in which all levels of `T` are occupied is the
product of the occupations of these levels. -/
theorem joint_occupation (p : ι → ℝ) (T : Finset ι) :
    average p (fun S => if T ⊆ S then 1 else 0) = ∏ k ∈ T, p k := by
  -- forbid empty levels inside `T`, then expand the product over all levels
  have h : ∏ k, (p k + if k ∈ T then (0 : ℝ) else 1 - p k) =
      ∑ S : Finset ι, (∏ k ∈ S, p k) * ∏ k ∈ Sᶜ, (if k ∈ T then (0 : ℝ) else 1 - p k) := by
    simpa only [Finset.powerset_univ, ← Finset.compl_eq_univ_sdiff] using
      Finset.prod_add p (fun k => if k ∈ T then (0 : ℝ) else 1 - p k) Finset.univ
  have h1 : ∏ k ∈ T, (p k + if k ∈ T then (0 : ℝ) else 1 - p k) =
      ∏ k, (p k + if k ∈ T then (0 : ℝ) else 1 - p k) :=
    Finset.prod_subset (Finset.subset_univ T) (by intro k _ hk; simp [hk])
  have h2 : ∏ k ∈ T, (p k + if k ∈ T then (0 : ℝ) else 1 - p k) = ∏ k ∈ T, p k :=
    Finset.prod_congr rfl (fun k hk => by simp [hk])
  rw [← h2, h1, h]
  unfold average weight
  refine Finset.sum_congr rfl fun S _ => ?_
  dsimp only
  by_cases hT : T ⊆ S
  · have h3 : ∏ k ∈ Sᶜ, (if k ∈ T then (0 : ℝ) else 1 - p k) = ∏ k ∈ Sᶜ, (1 - p k) :=
      Finset.prod_congr rfl fun k hk =>
        if_neg fun hkT => Finset.mem_compl.mp hk (hT hkT)
    rw [h3, if_pos hT, mul_one]
  · obtain ⟨k, hkT, hkS⟩ := Finset.not_subset.mp hT
    have h3 : ∏ k ∈ Sᶜ, (if k ∈ T then (0 : ℝ) else 1 - p k) = 0 :=
      Finset.prod_eq_zero (Finset.mem_compl.mpr hkS) (if_pos hkT)
    rw [h3, if_neg hT, mul_zero, mul_zero]
```

For \(T=\emptyset\) every configuration counts and the product is empty, so \(\sum_S w(S)=1\).

```lean
/-- The weights of all configurations sum to 1. -/
theorem sum_weight (p : ι → ℝ) : ∑ S : Finset ι, weight p S = 1 := by
  simpa [average] using joint_occupation p ∅
```

## Mean and variance

The pair number is a sum of indicators, \(|S|=\sum_k \mathbf 1[\{k\}\subseteq S]\).

```lean
/-- The pair number is the sum over levels of the indicator that the level is occupied. -/
theorem card_eq_sum_indicator (S : Finset ι) :
    (S.card : ℝ) = ∑ k, if ({k} : Finset ι) ⊆ S then (1 : ℝ) else 0 := by
  simp
```

Exchanging the sums over \(S\) and \(k\), and using \(T=\{k\}\), gives \(\langle |S|\rangle=\sum_k p_k\).

```lean
/-- The mean pair number is the sum of the level occupations. -/
theorem mean_pair_number (p : ι → ℝ) :
    average p (fun S => (S.card : ℝ)) = ∑ k, p k := by
  simp only [average, card_eq_sum_indicator, Finset.mul_sum]
  rw [Finset.sum_comm]
  refine Finset.sum_congr rfl fun k _ => ?_
  have h := joint_occupation p {k}
  rw [Finset.prod_singleton] at h
  exact h
```

Squaring the indicator sum gives \(|S|^2=\sum_{k,l}\mathbf 1[\{k,l\}\subseteq S]\). The average of each term is \(p_kp_l\) for \(k\ne l\). For \(k=l\) the set has one element and the average is \(p_k=p_k^2+p_k(1-p_k)\). Hence
\[
\langle |S|^2\rangle=\Big(\sum_k p_k\Big)^2+\sum_k p_k(1-p_k).
\]
In the proof, `hsq` is the double sum and `hpair` separates the diagonal excess.

```lean
/-- The mean square of the pair number is the square of the summed occupations plus the
sum of `p k * (1 - p k)` over the levels. -/
theorem second_moment (p : ι → ℝ) :
    average p (fun S => (S.card : ℝ) ^ 2) = (∑ k, p k) ^ 2 + ∑ k, p k * (1 - p k) := by
  have hsq : ∀ S : Finset ι, (S.card : ℝ) ^ 2 =
      ∑ k, ∑ l, if ({k, l} : Finset ι) ⊆ S then (1 : ℝ) else 0 := by
    intro S
    rw [sq, card_eq_sum_indicator, Finset.sum_mul_sum]
    refine Finset.sum_congr rfl fun k _ => Finset.sum_congr rfl fun l _ => ?_
    by_cases hk : k ∈ S <;> by_cases hl : l ∈ S <;>
      simp [Finset.insert_subset_iff, hk, hl]
  -- distinct levels are uncorrelated; only the diagonal gives an excess
  have hpair : ∀ k l : ι, ∏ j ∈ ({k, l} : Finset ι), p j =
      p k * p l + if k = l then p k * (1 - p k) else 0 := by
    intro k l
    by_cases h : k = l
    · subst h
      rw [if_pos rfl, Finset.pair_eq_singleton, Finset.prod_singleton]
      ring
    · rw [Finset.prod_pair h, if_neg h, add_zero]
  calc average p (fun S => (S.card : ℝ) ^ 2)
      = ∑ k, ∑ l, average p (fun S => if ({k, l} : Finset ι) ⊆ S then 1 else 0) := by
        simp only [average, hsq, Finset.mul_sum]
        rw [Finset.sum_comm]
        exact Finset.sum_congr rfl fun k _ => Finset.sum_comm
    _ = (∑ k, p k) ^ 2 + ∑ k, p k * (1 - p k) := by
        simp only [joint_occupation, hpair, Finset.sum_add_distrib, Finset.sum_ite_eq,
          Finset.mem_univ, ↓reduceIte, sq, Finset.sum_mul_sum]
```

With \(m=\sum_k p_k\),
\[
\langle(|S|-m)^2\rangle=\langle|S|^2\rangle-2m\langle|S|\rangle+m^2\sum_S w(S)=\sum_k p_k(1-p_k),
\]
because the terms in \(m^2\) cancel. The step `expand` is the first equality; the earlier theorems and `ring` give the second.

```lean
/-- The mean squared deviation of the pair number from the summed occupations is the sum of
`p k * (1 - p k)` over the levels. -/
theorem variance_pair_number (p : ι → ℝ) :
    average p (fun S => ((S.card : ℝ) - ∑ k, p k) ^ 2) = ∑ k, p k * (1 - p k) := by
  have expand : ∀ m : ℝ, average p (fun S => ((S.card : ℝ) - m) ^ 2) =
      average p (fun S => (S.card : ℝ) ^ 2) - 2 * m * average p (fun S => (S.card : ℝ))
        + m ^ 2 * ∑ S : Finset ι, weight p S := by
    intro m
    simp only [average, Finset.mul_sum, ← Finset.sum_sub_distrib, ← Finset.sum_add_distrib]
    exact Finset.sum_congr rfl fun S _ => by ring
  rw [expand, second_moment, mean_pair_number, sum_weight]
  ring
```

For \(0\le p_k\le 1\) each term \(p_k(1-p_k)\) is nonnegative, so the variance vanishes exactly when every term does, that is, when each \(p_k\) is 0 or 1. A single partially occupied level is enough to make the pair number uncertain.

```lean
/-- For occupations between 0 and 1, the pair number has zero variance exactly when every
level is either empty or full. -/
theorem sharp_pair_number_iff (p : ι → ℝ) (hp : ∀ k, 0 ≤ p k ∧ p k ≤ 1) :
    average p (fun S => ((S.card : ℝ) - ∑ k, p k) ^ 2) = 0 ↔ ∀ k, p k = 0 ∨ p k = 1 := by
  rw [variance_pair_number, Finset.sum_eq_zero_iff_of_nonneg
    (fun k _ => mul_nonneg (hp k).1 (sub_nonneg.mpr (hp k).2))]
  constructor
  · intro h k
    rcases mul_eq_zero.mp (h k (Finset.mem_univ k)) with h0 | h1
    · exact Or.inl h0
    · exact Or.inr (by linarith)
  · intro h k _
    rcases h k with h0 | h1
    · rw [h0, zero_mul]
    · rw [h1, sub_self, mul_zero]
```

## From weights to BCS amplitudes

The hypothesis `h` states \(|u_k|^2+|v_k|^2=1\): each level is normalised over the two possibilities that the configurations allow, empty and paired. Then \(1-|v_k|^2=|u_k|^2\), and since the modulus of a product is the product of the moduli,
\[
\Big|\prod_{k\in S}v_k\prod_{k\notin S}u_k\Big|^2=\prod_{k\in S}|v_k|^2\prod_{k\notin S}(1-|v_k|^2).
\]
This is \(w(S)\) with \(p_k=|v_k|^2\).

```lean
/-- If `|u k|² + |v k|² = 1` on every level, the squared modulus of a BCS amplitude is the
configuration weight with occupations `|v k|²`. -/
theorem norm_sq_amplitude (u v : ι → ℂ) (h : ∀ k, ‖u k‖ ^ 2 + ‖v k‖ ^ 2 = 1)
    (S : Finset ι) : ‖amplitude u v S‖ ^ 2 = weight (fun k => ‖v k‖ ^ 2) S := by
  have hu : ∀ k, 1 - ‖v k‖ ^ 2 = ‖u k‖ ^ 2 := fun k => by linarith [h k]
  simp only [amplitude, weight, hu, norm_mul, norm_prod, mul_pow, Finset.prod_pow]
```

Substituting these occupations gives the three parts of the final theorem: the squared amplitudes sum to 1, the mean pair number is \(\sum_k|v_k|^2\), and the variance is \(\sum_k|v_k|^2(1-|v_k|^2)=\sum_k|u_k|^2|v_k|^2\). The coefficients are arbitrary apart from the normalisation; no Hamiltonian or gap equation enters.

```lean
/-- A BCS state with `|u k|² + |v k|² = 1` on every level is normalised, and its pair number
has mean `∑ |v k|²` and variance `∑ |u k|² |v k|²`. -/
theorem bcs_pair_number_statistics (u v : ι → ℂ) (h : ∀ k, ‖u k‖ ^ 2 + ‖v k‖ ^ 2 = 1) :
    ∑ S : Finset ι, ‖amplitude u v S‖ ^ 2 = 1 ∧
    ∑ S : Finset ι, ‖amplitude u v S‖ ^ 2 * (S.card : ℝ) = ∑ k, ‖v k‖ ^ 2 ∧
    ∑ S : Finset ι, ‖amplitude u v S‖ ^ 2 * ((S.card : ℝ) - ∑ k, ‖v k‖ ^ 2) ^ 2 =
      ∑ k, ‖u k‖ ^ 2 * ‖v k‖ ^ 2 := by
  simp only [norm_sq_amplitude u v h]
  refine ⟨sum_weight _, mean_pair_number (fun k => ‖v k‖ ^ 2), ?_⟩
  refine (variance_pair_number (fun k => ‖v k‖ ^ 2)).trans
    (Finset.sum_congr rfl fun k _ => ?_)
  -- the empty probability is `1 - |v k|² = |u k|²`
  show ‖v k‖ ^ 2 * (1 - ‖v k‖ ^ 2) = ‖u k‖ ^ 2 * ‖v k‖ ^ 2
  linear_combination (-‖v k‖ ^ 2) * h k

end

end BCSPairNumber
```

```lean
#print axioms BCSPairNumber.weight_nonneg
-- 'BCSPairNumber.weight_nonneg' depends on axioms: [propext, Classical.choice, Quot.sound]
#print axioms BCSPairNumber.sharp_pair_number_iff
-- 'BCSPairNumber.sharp_pair_number_iff' depends on axioms: [propext, Classical.choice, Quot.sound]
#print axioms BCSPairNumber.bcs_pair_number_statistics
-- 'BCSPairNumber.bcs_pair_number_statistics' depends on axioms: [propext, Classical.choice, Quot.sound]
```
